# In a Thomas–Fermi model of a uniform metal with local exchange attraction $g$, linearised Kerker mixing can be made to converge in every mode exactly when $g\le 1$

Take a model of a uniform metal whose dielectric response at wavenumber $q$ is $\varepsilon(q)=1+1/q^2-g$, where $g$ measures a local exchange attraction and the units make the Thomas–Fermi screening wavenumber, defined without exchange, equal to 1, and set $g=2$. At $q=1$ the response is $1+1-2=0$. A density error in this mode produces no residual: to first order the output density equals the input density, so the displaced density also passes as self-consistent. Kerker mixing multiplies the residual by $P(1)=1/2$ and by a step $a$, but the residual is zero, so the error stays as it was. For the shorter wave with $q=2$ the response is $-3/4$ and $P(2)=4/5$, so one step multiplies the error by $1+3a/5$, and the error grows for every $a>0$. The value $g=2$ is chosen to show the failure and does not describe a stable uniform metal: in this model the energy curvature of a density wave is proportional to $\varepsilon(q)$, so waves with $q>1$ lower the energy.

With $g=1$ the response is $1/q^2$, which is positive at every wavenumber. A step $a=1$ then multiplies the error by $q^2/(q^2+1)$, which is less than 1. The development below shows that $g=1$ is the exact boundary for every screening wavenumber $k>0$. All quantities are real numbers, and convergence is expressed by Mathlib's filters.

```lean
import Mathlib

open Filter Topology

namespace KerkerExchange

noncomputable section
```

## The response, the preconditioner and the mixing step

In a self-consistent field calculation, an input density with a small error $\delta n$ returns an output density that differs from the input by $-\varepsilon\,\delta n$. For a homogeneous system the Fourier modes decouple. If the independent-particle response is taken as a constant, as in Thomas–Fermi theory, the Coulomb interaction contributes $k^2/q^2$ to $\varepsilon$, where $k$ is the Thomas–Fermi screening wavenumber, defined without exchange. An attraction that is local in space is constant in $q$, and it contributes $-g$:

$$\varepsilon(q)=1+\frac{k^2}{q^2}-g .$$

The number $g$ is thus the strength of the local exchange attraction multiplied by the magnitude of the independent-particle response. It is a parameter here and is not computed from a functional.

```lean
/-- Dielectric response of a metal with screening wavenumber `k` and a local exchange
attraction of strength `g`. -/
def eps (k g q : ℝ) : ℝ := 1 + k ^ 2 / q ^ 2 - g
```

The term $k^2/q^2$ is large for long waves and causes charge sloshing when a plain fraction of the residual is mixed in. The Kerker preconditioner suppresses those waves:

$$P(q)=\frac{q^2}{q^2+k^2}.$$

The same $k$ appears in $\varepsilon$ and in $P$, so the preconditioner is matched to the Thomas–Fermi screening and takes no account of the exchange term.

```lean
/-- The Kerker preconditioner. -/
def kerker (k q : ℝ) : ℝ := q ^ 2 / (q ^ 2 + k ^ 2)
```

Mixing a fraction $aP(q)$ of the residual into the input multiplies the error of mode $q$ by

$$f(q)=1-a\,P(q)\,\varepsilon(q).$$

```lean
/-- The factor multiplying the density error of mode `q` in one Kerker mixing step of size `a`. -/
def factor (k g a q : ℝ) : ℝ := 1 - a * kerker k q * eps k g q
```

For the iteration itself, let $n$ be the current amplitude of the mode and $c$ its self-consistent value. The residual is $-\varepsilon(q)(n-c)$, and the new amplitude is

$$n'=n-a\,P(q)\,\varepsilon(q)\,(n-c).$$

The amplitudes are real. A complex Fourier amplitude is covered by treating its real and imaginary parts separately, since all coefficients are real.

```lean
/-- One linearised Kerker mixing step for the amplitude `n` of mode `q`, whose self-consistent
value is `c`. -/
def scfStep (k g a q c n : ℝ) : ℝ := n - a * kerker k q * (eps k g q * (n - c))
```

The theorems concern $q>0$. The uniform component $q=0$ is fixed by the number of electrons and takes no part in the mixing. The model is linear, so it describes the iteration near self-consistency. Its constant independent-particle response is an idealisation: in a real electron gas this response weakens at large $q$, and the exchange term weakens with it.

## What preconditioning leaves of the exchange term

For $k,q>0$ the numerator of $P$ is positive and smaller than the denominator by $k^2>0$, hence

$$0<P(q)<1 .$$

```lean
/-- For `k > 0` the Kerker preconditioner lies strictly between 0 and 1 at every positive
wavenumber. -/
theorem kerker_bounds {k q : ℝ} (hk : 0 < k) (hq : 0 < q) :
    0 < kerker k q ∧ kerker k q < 1 := by
  unfold kerker
  refine ⟨by positivity, ?_⟩
  rw [div_lt_one (by positivity)]
  have : 0 < k ^ 2 := by positivity
  linarith
```

Writing $1+k^2/q^2=(q^2+k^2)/q^2=1/P(q)$ gives

$$P(q)\,\varepsilon(q)=P(q)\left(\frac{1}{P(q)}-g\right)=1-g\,P(q),\qquad f(q)=1-a\bigl(1-g\,P(q)\bigr).$$

The divergence at long waves has gone. The exchange term remains, with a weight that approaches its full value for short waves.

```lean
/-- For `q > 0` the mixing factor is `1 - a * (1 - g * P)`, where `P` is the value of the Kerker
preconditioner at `q`. -/
theorem factor_eq {k q : ℝ} (g a : ℝ) (hq : 0 < q) :
    factor k g a q = 1 - a * (1 - g * kerker k q) := by
  have h : kerker k q * eps k g q = 1 - g * kerker k q := by
    unfold kerker eps
    have h1 : q ^ 2 + k ^ 2 ≠ 0 := by positivity
    have h2 : q ≠ 0 := hq.ne'
    field_simp
  unfold factor
  rw [mul_assoc, h]
```

In the proof, `field_simp` clears the denominators $q^2$ and $q^2+k^2$, both of which are nonzero.

Two later arguments need a wavenumber at which $P$ takes a chosen value. Put $q=k\sqrt s$ with $s>0$. Then

$$P(k\sqrt s)=\frac{k^2 s}{k^2 s+k^2}=\frac{s}{s+1}.$$

Small $s$ describes long waves and large $s$ short ones.

```lean
/-- The value of the Kerker preconditioner at the wavenumber `k √s`. -/
theorem kerker_at {k s : ℝ} (hk : 0 < k) (hs : 0 < s) :
    kerker k (k * √s) = s / (s + 1) := by
  unfold kerker
  rw [mul_pow, Real.sq_sqrt hs.le]
  have h1 : k ^ 2 * s + k ^ 2 ≠ 0 := by positivity
  have h2 : s + 1 ≠ 0 := by positivity
  rw [div_eq_div_iff h1 h2]
  ring
```

## The mode that produces no residual

Let $g>1$ and $q_*=k/\sqrt{g-1}$. Then $q_*^2=k^2/(g-1)$, so $k^2/q_*^2=g-1$ and

$$\varepsilon(q_*)=1+(g-1)-g=0 .$$

For $k=1$ and $g=2$ this is the mode $q=1$ of the opening example.

```lean
/-- For `g > 1` the response vanishes at the wavenumber `k / √(g - 1)`. -/
theorem eps_soft_mode {k g : ℝ} (hk : 0 < k) (hg : 1 < g) :
    eps k g (k / √(g - 1)) = 0 := by
  have h1 : 0 < g - 1 := by linarith
  have h2 : k ^ 2 / (k ^ 2 / (g - 1)) = g - 1 :=
    div_div_cancel₀ (by positivity)
  unfold eps
  rw [div_pow, Real.sq_sqrt h1.le, h2]
  ring
```

## The exact window of stable steps

For $k,g>0$, all the factors satisfy $|f(q)|<1$ if and only if $g\le1$ and $0<a\le2$.

Suppose first that all factors are smaller than 1 in modulus.

- If $g$ were greater than 1, the mode $q_*$ would have $f(q_*)=1-a\,P(q_*)\cdot0=1$, a contradiction. So $g\le1$.
- At $q=k$, the inequality $f(k)<1$ says $a\,(1-g\,P(k))>0$. Since $g\,P(k)<1$, the step $a$ is positive.
- If $a$ were greater than 2, put $s=(a-2)/(ag)>0$ and $q=k\sqrt s$. Then $P(q)=s/(s+1)\le s$, so $a\,g\,P(q)\le a-2$ and $f(q)=1-a+a\,g\,P(q)\le-1$, a contradiction. This wave and all longer ones are overshot.

Conversely, let $g\le1$ and $0<a\le2$. Then $0<g\,P(q)<1$, so $a\,(1-g\,P(q))$ is positive, which gives $f(q)<1$. It is also smaller than $a\le2$, which gives $f(q)>-1$.

```lean
/-- For `k > 0` and `g > 0`, Kerker mixing with step `a` damps every mode `q > 0` exactly when `g ≤
1` and `0 < a ≤ 2`. -/
theorem stable_iff {k g : ℝ} (a : ℝ) (hk : 0 < k) (hg : 0 < g) :
    (∀ q, 0 < q → |factor k g a q| < 1) ↔ g ≤ 1 ∧ 0 < a ∧ a ≤ 2 := by
  constructor
  · intro h
    have hg1 : g ≤ 1 := by
      by_contra hc
      have hc' : 1 < g := not_le.mp hc
      have h1 : 0 < g - 1 := by linarith
      -- the soft mode is not damped at all
      have h2 := h (k / √(g - 1)) (div_pos hk (Real.sqrt_pos.mpr h1))
      unfold factor at h2
      rw [eps_soft_mode hk hc'] at h2
      norm_num at h2
    have ha : 0 < a := by
      have h1 := (abs_lt.mp (h k hk)).2
      rw [factor_eq g a hk] at h1
      obtain ⟨hp0, hp1⟩ := kerker_bounds hk hk
      have h2 : 0 < 1 - g * kerker k k := by nlinarith
      by_contra hc
      have h3 : a ≤ 0 := not_lt.mp hc
      nlinarith
    refine ⟨hg1, ha, ?_⟩
    by_contra hc
    have hc' : 0 < a - 2 := by linarith [not_le.mp hc]
    -- a sufficiently long wave is overshot when a > 2
    have hs : 0 < (a - 2) / (a * g) := by positivity
    have hq : 0 < k * √((a - 2) / (a * g)) := mul_pos hk (Real.sqrt_pos.mpr hs)
    have h1 := (abs_lt.mp (h _ hq)).1
    rw [factor_eq g a hq, kerker_at hk hs] at h1
    have h2 : (a - 2) / (a * g) / ((a - 2) / (a * g) + 1) ≤ (a - 2) / (a * g) :=
      div_le_self hs.le (by linarith)
    have h3 := mul_le_mul_of_nonneg_left h2 (mul_pos ha hg).le
    have h4 : a * g * ((a - 2) / (a * g)) = a - 2 :=
      mul_div_cancel₀ _ (mul_pos ha hg).ne'
    rw [h4] at h3
    linarith
  · rintro ⟨hg1, ha, ha2⟩ q hq
    obtain ⟨hp0, hp1⟩ := kerker_bounds hk hq
    rw [factor_eq g a hq, abs_lt]
    have h1 : 0 < 1 - g * kerker k q := by nlinarith
    have h2 : 0 < g * kerker k q := mul_pos hg hp0
    constructor <;> nlinarith [mul_pos ha h1, mul_pos ha h2]
```

The Lean proof follows the same order. The three `by_contra` calls suppose in turn that $g>1$, that $a\le0$ and that $a>2$. The inequalities between products are supplied by `nlinarith` in the second case and in the converse direction, and by explicit lemmas in the third case. In the converse direction it is given the positive products $a(1-gP)$ and $a\,g\,P$.

The hypothesis $k>0$ matters for the equivalence. With $k=0$ and $g=1$ the response vanishes at every $q>0$, so every factor equals 1 and no step works, although $g\le1$. The hypothesis $g>0$ matters for the endpoint $a=2$. With $g=0$ every factor equals $1-a$, and $a=2$ gives $-1$, which is not smaller than 1 in modulus.

## From factors to the iteration

Subtracting $c$ from the mixing step gives $n'-c=f(q)\,(n-c)$. After $m$ steps, by induction,

$$n_m-c=f(q)^m\,(n_0-c).$$

In Lean, `(scfStep k g a q c)^[m] n` is the result of $m$ steps from the starting amplitude $n$.

```lean
/-- After `m` mixing steps the error of a mode is its initial error times the `m`-th power of
the mixing factor. -/
theorem scf_error (k g a q c n : ℝ) (m : ℕ) :
    (scfStep k g a q c)^[m] n - c = factor k g a q ^ m * (n - c) := by
  induction m with
  | zero => simp
  | succ m ih =>
    rw [Function.iterate_succ_apply', pow_succ]
    have h : ∀ x, scfStep k g a q c x - c = factor k g a q * (x - c) := by
      intro x
      unfold scfStep factor
      ring
    rw [h, ih]
    ring
```

The main theorem can now be stated for the iteration: for $k,g>0$, there is a step $a>0$ for which every mode converges to its self-consistent value, from every starting amplitude, if and only if $g\le1$.

If such an $a$ exists, choose $c=0$ and $n_0=1$. The iterates are then $f(q)^m$, and they tend to zero only if $|f(q)|<1$. This holds for every $q>0$, so the window of stable steps gives $g\le1$. Conversely, if $g\le1$, take $a=1$. This step lies in the window, so $f(q)^m\to0$ and $n_m=c+f(q)^m(n_0-c)\to c$.

```lean
/-- Some positive step makes Kerker mixing converge for every mode, from every starting
amplitude to every self-consistent value, if and only if `g ≤ 1`. -/
theorem kerker_converges_iff {k g : ℝ} (hk : 0 < k) (hg : 0 < g) :
    (∃ a, 0 < a ∧ ∀ q, 0 < q → ∀ c n : ℝ,
      Tendsto (fun m : ℕ => (scfStep k g a q c)^[m] n) atTop (𝓝 c)) ↔ g ≤ 1 := by
  constructor
  · rintro ⟨a, _, h⟩
    refine ((stable_iff a hk hg).mp fun q hq => ?_).1
    -- a unit error evolves as the powers of the mixing factor
    have h1 : (fun m : ℕ => (scfStep k g a q 0)^[m] 1) = fun m => factor k g a q ^ m := by
      funext m
      have := scf_error k g a q 0 1 m
      linarith
    have h2 := h q hq 0 1
    rw [h1] at h2
    exact tendsto_pow_atTop_nhds_zero_iff.mp h2
  · intro hg1
    refine ⟨1, one_pos, fun q hq c n => ?_⟩
    have h1 := (stable_iff 1 hk hg).mpr ⟨hg1, one_pos, one_le_two⟩ q hq
    have h2 := ((tendsto_pow_atTop_nhds_zero_of_abs_lt_one h1).mul_const (n - c)).add_const c
    rw [zero_mul, zero_add] at h2
    refine h2.congr fun m => ?_
    have := scf_error k g 1 q c n m
    linarith
```

The order of the quantifiers carries physical content: `a` is chosen before `q`, so a single step has to serve all modes. `Tendsto … atTop (𝓝 c)` is ordinary convergence of the sequence to $c$, for each mode separately. The version for factors, that some $a>0$ makes every $|f(q)|<1$ exactly when $g\le1$, follows directly from `stable_iff`, again with $a=1$.

For simulation practice, within this linear model of a homogeneous metal, the result separates two causes of a failing iteration. Charge sloshing comes from the Coulomb term and is removed by the preconditioner, while an exchange attraction with $g>1$ makes the response itself change sign, and reducing the step does not help.

## Other preconditioners that act mode by mode

The failure for $g>1$ is not specific to Kerker's formula. Replace $aP(q)$ by any real function $G(q)$, of either sign. At $q_*$ the factor is still

$$1-G(q_*)\,\varepsilon(q_*)=1 .$$

So for $g>1$ no such $G$ damps every mode. For $g\le1$ the choice $G=P$ does.

```lean
/-- A preconditioner `G(q)`, of any form and sign, that damps every mode exists if and only if
`g ≤ 1`. -/
theorem any_preconditioner_iff {k g : ℝ} (hk : 0 < k) (hg : 0 < g) :
    (∃ G : ℝ → ℝ, ∀ q, 0 < q → |1 - G q * eps k g q| < 1) ↔ g ≤ 1 := by
  constructor
  · rintro ⟨G, h⟩
    by_contra hc
    have hc' : 1 < g := not_le.mp hc
    have h1 : 0 < g - 1 := by linarith
    have h2 := h (k / √(g - 1)) (div_pos hk (Real.sqrt_pos.mpr h1))
    rw [eps_soft_mode hk hc'] at h2
    norm_num at h2
  · intro hg1
    refine ⟨kerker k, fun q hq => ?_⟩
    have h := (stable_iff 1 hk hg).mpr ⟨hg1, one_pos, one_le_two⟩ q hq
    unfold factor at h
    rwa [one_mul] at h
```

This theorem uses the fact that $q$ runs over all positive reals. A periodic cell has a discrete set of wavenumbers, which may miss $q_*$; then $G=1/\varepsilon$, which changes sign at $q_*$, would remove the error of every mode present in one linear step. Kerker mixing with $a>0$ gains nothing from such a gap as long as the cell contains a wavenumber above $q_*$, since there $\varepsilon<0$ and the factor exceeds 1.

## No common rate at $g=1$

Convergence of each mode does not imply that all modes converge at a common rate. For $k,g>0$, a step $a>0$ and a number $\rho<1$ with $|f(q)|\le\rho$ for all $q>0$ exist if and only if $g<1$.

If $g<1$, take $a=1$. Then $f(q)=g\,P(q)$ lies between 0 and $g$, so $\rho=g$ is a common bound.

Conversely, a common bound $\rho<1$ makes all factors smaller than 1 in modulus, so $g\le1$ by the window of stable steps. Suppose $g=1$. At $q=k\sqrt s$ the factor is

$$f(q)=1-a\left(1-\frac{s}{s+1}\right)=1-\frac{a}{s+1}.$$

Choose $s=a/(1-\rho)$. Then $a/(s+1)<a/s=1-\rho$, so $f(q)>\rho$, a contradiction. The slow modes are the short waves, whose restoring response $k^2/q^2$ tends to zero.

```lean
/-- Kerker mixing damps all modes at a common rate `ρ < 1`, for some positive step, if and only
if `g < 1`. -/
theorem uniform_rate_iff {k g : ℝ} (hk : 0 < k) (hg : 0 < g) :
    (∃ a ρ, 0 < a ∧ ρ < 1 ∧ ∀ q, 0 < q → |factor k g a q| ≤ ρ) ↔ g < 1 := by
  constructor
  · rintro ⟨a, ρ, ha, hρ, h⟩
    have hg1 := ((stable_iff a hk hg).mp fun q hq => (h q hq).trans_lt hρ).1
    refine lt_of_le_of_ne hg1 fun he => ?_
    subst he
    -- at g = 1 short waves are damped arbitrarily slowly
    have hr : 0 < 1 - ρ := by linarith
    have hs : 0 < a / (1 - ρ) := div_pos ha hr
    have hq : 0 < k * √(a / (1 - ρ)) := mul_pos hk (Real.sqrt_pos.mpr hs)
    have h1 := (le_abs_self _).trans (h _ hq)
    rw [factor_eq 1 a hq, kerker_at hk hs] at h1
    have h2 : a * (1 - 1 * (a / (1 - ρ) / (a / (1 - ρ) + 1))) = a / (a / (1 - ρ) + 1) := by
      have h3 : a / (1 - ρ) + 1 ≠ 0 := by positivity
      generalize a / (1 - ρ) = s at h3 ⊢
      field_simp
      ring
    have h4 : a / (a / (1 - ρ) + 1) < 1 - ρ := by
      rw [div_lt_iff₀ (by positivity), mul_add, mul_div_cancel₀ _ hr.ne']
      linarith
    linarith
  · intro hg1
    refine ⟨1, g, one_pos, hg1, fun q hq => ?_⟩
    obtain ⟨hp0, hp1⟩ := kerker_bounds hk hq
    rw [factor_eq g 1 hq, abs_le]
    constructor <;> nlinarith [mul_pos hg hp0]

end

end KerkerExchange
```

In the Lean proof, `subst` sets $g$ to 1, `h2` is the simplification of $a\,(1-P)$ to $a/(s+1)$, and `h4` is the strict inequality $a/(s+1)<1-\rho$. A calculation with a largest wavenumber $Q$ does have a common rate at $g=1$: with $a=1$ the factors are at most $Q^2/(Q^2+k^2)$. That bound approaches 1 as the cutoff is raised.

```lean
#print axioms KerkerExchange.kerker_converges_iff
-- 'KerkerExchange.kerker_converges_iff' depends on axioms: [propext, Classical.choice, Quot.sound]
#print axioms KerkerExchange.any_preconditioner_iff
-- 'KerkerExchange.any_preconditioner_iff' depends on axioms: [propext, Classical.choice, Quot.sound]
#print axioms KerkerExchange.uniform_rate_iff
-- 'KerkerExchange.uniform_rate_iff' depends on axioms: [propext, Classical.choice, Quot.sound]
```
